# The Weyl dimension counts Shavitt graph walks and obeys a four-term recursion

## Sizing an active space

The size of a full CI calculation in an active space can be measured by its number of configuration state functions (CSFs). For $K$ spatial orbitals, $N$ electrons and total spin $S$, set $a=N/2+S$ and $b=N/2-S$. Without point-group symmetry or excitation limits, the number for one fixed spin projection $M_S$ is the Weyl dimension

$$W(K,a,b)=\frac{a-b+1}{K+1}\binom{K+1}{a+1}\binom{K+1}{b}.$$

Six electrons in six orbitals, coupled to a singlet, give $W(6,3,3)=175$.

The graphical unitary group approach (GUGA) builds each CSF orbital by orbital. An added orbital is empty, singly occupied with the spin coupled up or down, or doubly occupied. These steps change $(a,b)$ by $(0,0)$, $(1,0)$, $(0,1)$ and $(1,1)$. In the Shavitt graph, each vertex stands for a number of orbitals added so far and the values of $(a,b)$ reached with them, and each step is an arc between two vertices. A walk is a sequence of steps that starts at $(0,0)$ and along which $a-b=2S$, taken for the orbitals added so far, never becomes negative. The vertex labels customary in GUGA, also written $a$ and $b$, are $N/2-S$ and $2S$; in the notation used here they are $b$ and $a-b$, so the two labellings describe the same graph.

## The recursion from Pascal's rule

For all natural numbers $K,a,b$,

$$W(K{+}1,a{+}1,b{+}1)=W(K,a{+}1,b{+}1)+W(K,a,b{+}1)+W(K,a{+}1,b)+W(K,a,b),$$

with the terms in the order empty, up, down, double.

Write $x_j=\binom{K}{j}$, with $x_{-1}=0$. The absorption identity $(j+1)\binom{K+1}{j+1}=(K+1)x_j$ gives $W(K,a,0)=x_a$. For second label $b+1$ the prefactor is $a-b=(a+1)-(b+1)$, so absorption and then Pascal's rule give

$$\begin{aligned}W(K,a,b+1)&=x_a\tbinom{K+1}{b+1}-\tbinom{K+1}{a+1}x_b\\&=x_a(x_b+x_{b+1})-(x_a+x_{a+1})x_b\\&=x_ax_{b+1}-x_{a+1}x_b.\end{aligned}$$

Apply this form with $K+1$ orbitals and expand each binomial by Pascal's rule:

$$W(K{+}1,a{+}1,b{+}1)=(x_a+x_{a+1})(x_b+x_{b+1})-(x_{a+1}+x_{a+2})(x_{b-1}+x_b).$$

Multiplied out, the right side is the sum of

- $x_{a+1}x_{b+1}-x_{a+2}x_b=W(K,a+1,b+1)$,
- $x_ax_{b+1}-x_{a+1}x_b=W(K,a,b+1)$,
- $x_{a+1}x_b-x_{a+2}x_{b-1}=W(K,a+1,b)$,
- $x_ax_b-x_{a+1}x_{b-1}=W(K,a,b)$.

## From the recursion to the walks

Sort the walks ending at $(a+1,b+1)$ by their last step. If $b\le a$, the endpoint is allowed, and removing the step leaves any walk to the corresponding predecessor. The walk count therefore obeys the same recursion.

At an endpoint $(a+1,0)$ only the empty and up steps can come last, which matches $\binom{K+1}{a+1}=\binom{K}{a+1}+\binom{K}{a}$; at $(0,0)$ only the empty step remains. A predecessor may lie on the edge $b=a+1$, where there are no walks and the factor $a-b+1$ vanishes. With no orbitals, both quantities are 1 at $(0,0)$ and 0 for $a>0$, $b\le a$. Induction on $K$ gives equality for all $b\le a+1$.

Beyond the edge equality can fail: $W(1,0,2)=-1$, but no walk ends there. The walk recursion can likewise fail for $b>a$. For $K=1$, $a=0$, $b=1$, its left side is 0, while the doubly occupied orbital at $(1,1)$ makes its right side 1. For $W$, the value $-1$ restores the balance.

## The formal statement and its proof

In Lean 4 with Mathlib:

```lean
import Mathlib

open Finset

namespace ShavittGraph

/-- The four GUGA step types of an orbital: empty, singly occupied with the spin coupled up,
singly occupied with the spin coupled down, and doubly occupied. -/
inductive Step
  | empty
  | up
  | down
  | double
  deriving DecidableEq

/-- There are finitely many step types. -/
instance : Fintype Step where
  elems := {.empty, .up, .down, .double}
  complete := by intro s; cases s <;> simp

/-- The change of `a = N/2 + S` caused by a step. -/
def Step.da : Step → ℕ
  | .empty => 0
  | .up => 1
  | .down => 0
  | .double => 1

/-- The change of `b = N/2 - S` caused by a step. -/
def Step.db : Step → ℕ
  | .empty => 0
  | .up => 0
  | .down => 1
  | .double => 1

/-- The value of `a = N/2 + S` reached by a list of steps. -/
def endA : List Step → ℕ
  | [] => 0
  | s :: l => endA l + s.da

/-- The value of `b = N/2 - S` reached by a list of steps. -/
def endB : List Step → ℕ
  | [] => 0
  | s :: l => endB l + s.db

/-- A list of steps, with the orbital added last at its head, is a walk of the Shavitt graph
if the spin `(a - b)/2` is nonnegative after every orbital. -/
def IsWalk : List Step → Prop
  | [] => True
  | s :: l => endB (s :: l) ≤ endA (s :: l) ∧ IsWalk l

open Classical in
/-- The number of step vectors of `K` orbitals that have the property `p`. -/
noncomputable def countVectors (K : ℕ) (p : List Step → Prop) : ℕ :=
  (univ.filter fun d : Fin K → Step => p (List.ofFn d)).card

/-- The number of Shavitt graph walks over `K` orbitals that end at `(a, b)`. -/
noncomputable def numCSF (K a b : ℕ) : ℕ :=
  countVectors K fun l => IsWalk l ∧ endA l = a ∧ endB l = b

/-- The Weyl dimension for `K` orbitals, with `a = N/2 + S` and `b = N/2 - S`. -/
noncomputable def weyl (K a b : ℕ) : ℚ :=
  ((a : ℚ) - b + 1) * (K + 1).choose (a + 1) * (K + 1).choose b / (K + 1)

/-- For `b = 0` the Weyl dimension is the binomial coefficient `C(K, a)`. -/
theorem weyl_zero (K a : ℕ) : weyl K a 0 = K.choose a := by
  have hK : (K : ℚ) + 1 ≠ 0 := by positivity
  have h1 : ((K : ℚ) + 1) * K.choose a = (K + 1).choose (a + 1) * (a + 1) := by
    exact_mod_cast Nat.add_one_mul_choose_eq K a
  rw [weyl, div_eq_iff hK, Nat.choose_zero_right]
  push_cast
  linear_combination -h1

/-- For nonzero second label the Weyl dimension is a difference of two products of binomials. -/
theorem weyl_pair (K a b : ℕ) :
    weyl K a (b + 1) =
      (K.choose a : ℚ) * K.choose (b + 1) - K.choose (a + 1) * K.choose b := by
  have hK : (K : ℚ) + 1 ≠ 0 := by positivity
  -- absorption identities and Pascal's rule for both binomials
  have h1 : ((K : ℚ) + 1) * K.choose a = (K + 1).choose (a + 1) * (a + 1) := by
    exact_mod_cast Nat.add_one_mul_choose_eq K a
  have h2 : ((K : ℚ) + 1) * K.choose b = (K + 1).choose (b + 1) * (b + 1) := by
    exact_mod_cast Nat.add_one_mul_choose_eq K b
  have p1 : ((K + 1).choose (a + 1) : ℚ) = K.choose a + K.choose (a + 1) := by
    exact_mod_cast Nat.choose_succ_succ' K a
  have p2 : ((K + 1).choose (b + 1) : ℚ) = K.choose b + K.choose (b + 1) := by
    exact_mod_cast Nat.choose_succ_succ' K b
  rw [weyl, div_eq_iff hK]
  push_cast
  linear_combination -((K + 1).choose (b + 1) : ℚ) * h1 + ((K + 1).choose (a + 1) : ℚ) * h2
    + ((K : ℚ) + 1) * K.choose a * p2 - ((K : ℚ) + 1) * K.choose b * p1

/-- Shavitt graph recursion: if both labels are nonzero after one more orbital is added, the Weyl
dimension for the enlarged set of orbitals is the sum of four Weyl dimensions, one each for the
added orbital being empty, coupled up, coupled down or double. -/
theorem weyl_succ (K a b : ℕ) :
    weyl (K + 1) (a + 1) (b + 1) =
      weyl K (a + 1) (b + 1) + weyl K a (b + 1) + weyl K (a + 1) b + weyl K a b := by
  cases b with
  | zero =>
    rw [weyl_pair (K + 1) (a + 1) 0, weyl_pair K (a + 1) 0, weyl_pair K a 0,
      weyl_zero, weyl_zero, Nat.choose_succ_succ' K a, Nat.choose_succ_succ' K (a + 1),
      Nat.choose_succ_succ' K 0, Nat.choose_zero_right, Nat.choose_zero_right]
    push_cast
    ring
  | succ b =>
    rw [weyl_pair (K + 1) (a + 1) (b + 1), weyl_pair K (a + 1) (b + 1),
      weyl_pair K a (b + 1), weyl_pair K (a + 1) b, weyl_pair K a b,
      Nat.choose_succ_succ' K a, Nat.choose_succ_succ' K (a + 1),
      Nat.choose_succ_succ' K b, Nat.choose_succ_succ' K (b + 1)]
    push_cast
    ring

open Classical in
/-- Step vectors of `K + 1` orbitals are counted by sorting them by the step of the last one. -/
theorem count_succ (K : ℕ) (p : List Step → Prop) :
    countVectors (K + 1) p =
      countVectors K (fun l => p (.empty :: l)) + countVectors K (fun l => p (.up :: l))
      + countVectors K (fun l => p (.down :: l))
      + countVectors K (fun l => p (.double :: l)) := by
  have hu : (univ : Finset Step) = {.empty, .up, .down, .double} := by
    ext s
    cases s <;> simp
  have hs : ∀ f : Step → ℕ, ∑ s, f s = f .empty + f .up + f .down + f .double := by
    intro f
    rw [hu]
    simp [add_assoc]
  -- a step vector is its first entry together with the remaining ones
  let e : Step × (Fin K → Step) ≃ (Fin (K + 1) → Step) :=
    { toFun := fun x => Fin.cons (α := fun _ => Step) x.1 x.2
      invFun := fun d => (d 0, fun i => d i.succ)
      left_inv := fun _ => rfl
      right_inv := fun d => funext fun i => Fin.cases rfl (fun _ => rfl) i }
  have he : ∀ s d, List.ofFn (e (s, d)) = s :: List.ofFn d := by
    intro s d
    rw [List.ofFn_succ]
    rfl
  simp only [countVectors, Finset.card_filter]
  rw [← e.sum_comp, Fintype.sum_prod_type, hs]
  simp only [he]

/-- A property that no list of steps has is counted zero times. -/
theorem count_eq_zero (K : ℕ) {p : List Step → Prop} (h : ∀ l, ¬ p l) :
    countVectors K p = 0 := by
  simp [countVectors, h]

/-- Walks whose last step `s` leads from `(a, b)` to a vertex of nonnegative spin are as many
as the walks ending at `(a, b)`. -/
theorem count_step (K : ℕ) (s : Step) (a b : ℕ) (h : b + s.db ≤ a + s.da) :
    countVectors K (fun l => IsWalk (s :: l) ∧ endA (s :: l) = a + s.da ∧
      endB (s :: l) = b + s.db) = numCSF K a b := by
  refine congrArg (countVectors K) (funext fun l => propext ?_)
  simp only [IsWalk, endA, endB]
  constructor
  · rintro ⟨⟨_, h2⟩, h3, h4⟩
    exact ⟨h2, by omega, by omega⟩
  · rintro ⟨h2, h3, h4⟩
    exact ⟨⟨by omega, h2⟩, by omega, by omega⟩

/-- No walk ends with a step that raises `a` or `b` beyond its final value. -/
theorem count_step_zero (K : ℕ) (s : Step) (a b : ℕ) (h : a < s.da ∨ b < s.db) :
    countVectors K (fun l => IsWalk (s :: l) ∧ endA (s :: l) = a ∧ endB (s :: l) = b) = 0 := by
  refine count_eq_zero K fun l hl => ?_
  obtain ⟨_, h1, h2⟩ := hl
  simp only [endA, endB] at h1 h2
  omega

/-- For `b ≤ a`, the number of walks ending at `(a + 1, b + 1)` obeys the Shavitt graph recursion,
with one term for each step type. -/
theorem numCSF_succ (K a b : ℕ) (h : b ≤ a) :
    numCSF (K + 1) (a + 1) (b + 1) =
      numCSF K (a + 1) (b + 1) + numCSF K a (b + 1) + numCSF K (a + 1) b + numCSF K a b := by
  have h' := Nat.succ_le_succ h
  unfold numCSF
  rw [count_succ]
  refine congrArg₂ (· + ·) (congrArg₂ (· + ·) (congrArg₂ (· + ·) ?_ ?_) ?_) ?_
  · exact count_step K .empty (a + 1) (b + 1) h'
  · exact count_step K .up a (b + 1) h'
  · exact count_step K .down (a + 1) b h'
  · exact count_step K .double a b h'

/-- The number of Shavitt graph walks over `K` orbitals ending at `(a, b)` is the Weyl
dimension, for all `b ≤ a + 1`. -/
theorem numCSF_eq_weyl (K a b : ℕ) (h : b ≤ a + 1) : (numCSF K a b : ℚ) = weyl K a b := by
  -- at the edge `b = a + 1` the spin would be negative and both sides vanish
  have edge : ∀ K a : ℕ, (numCSF K a (a + 1) : ℚ) = weyl K a (a + 1) := by
    intro K a
    have h0 : numCSF K a (a + 1) = 0 := by
      refine count_eq_zero K fun l hl => ?_
      obtain ⟨h1, h2, h3⟩ := hl
      cases l with
      | nil => simp [endB] at h3
      | cons s l =>
        have := h1.1
        omega
    rw [h0, weyl]
    push_cast
    ring
  induction K generalizing a b with
  | zero =>
    rcases Nat.eq_or_lt_of_le h with rfl | hb
    · exact edge 0 a
    cases a with
    | zero =>
      obtain rfl : b = 0 := by omega
      simp [numCSF, countVectors, IsWalk, endA, endB, weyl]
    | succ a =>
      have hc : (0 + 1).choose (a + 1 + 1) = 0 := Nat.choose_eq_zero_of_lt (by omega)
      rw [weyl, hc]
      simp [numCSF, countVectors, endA]
  | succ K ih =>
    rcases Nat.eq_or_lt_of_le h with rfl | hb
    · exact edge (K + 1) a
    cases a with
    | zero =>
      obtain rfl : b = 0 := by omega
      -- without electrons the last orbital is empty
      have h0 : numCSF (K + 1) 0 0 = numCSF K 0 0 := by
        unfold numCSF
        rw [count_succ, count_step_zero K .up 0 0 (Or.inl Nat.one_pos),
          count_step_zero K .down 0 0 (Or.inr Nat.one_pos),
          count_step_zero K .double 0 0 (Or.inl Nat.one_pos), add_zero, add_zero, add_zero]
        exact count_step K .empty 0 0 (Nat.zero_le _)
      rw [h0, ih 0 0 (by omega), weyl_zero, weyl_zero]
      simp
    | succ a =>
      cases b with
      | zero =>
        -- for `b = 0` the last orbital is empty or coupled up
        have h0 : numCSF (K + 1) (a + 1) 0 = numCSF K (a + 1) 0 + numCSF K a 0 := by
          unfold numCSF
          rw [count_succ, count_step_zero K .down (a + 1) 0 (Or.inr Nat.one_pos),
            count_step_zero K .double (a + 1) 0 (Or.inr Nat.one_pos), add_zero, add_zero]
          refine congrArg₂ (· + ·) ?_ ?_
          · exact count_step K .empty (a + 1) 0 (Nat.zero_le _)
          · exact count_step K .up a 0 (Nat.zero_le _)
        rw [h0, Nat.cast_add, ih (a + 1) 0 (by omega), ih a 0 (by omega),
          weyl_zero, weyl_zero, weyl_zero, Nat.choose_succ_succ' K a]
        push_cast
        ring
      | succ b =>
        rw [numCSF_succ K a b (by omega), weyl_succ]
        push_cast
        rw [ih (a + 1) (b + 1) (by omega), ih a (b + 1) (by omega),
          ih (a + 1) b (by omega), ih a b (by omega)]

end ShavittGraph
```

```lean
#print axioms ShavittGraph.weyl_succ
-- 'ShavittGraph.weyl_succ' depends on axioms: [propext, Classical.choice, Quot.sound]
#print axioms ShavittGraph.numCSF_eq_weyl
-- 'ShavittGraph.numCSF_eq_weyl' depends on axioms: [propext, Classical.choice, Quot.sound]
```

`weyl` is rational-valued, so $a-b+1$ may be negative. `numCSF` counts functions `Fin K → Step`, read as lists whose head is the orbital added last, that satisfy `IsWalk` and have the required endpoint. The identification of walks with an orthonormal spin-adapted basis is the physical reading of this definition; no wavefunctions are constructed.

`weyl_zero` and `weyl_pair` are the two binomial forms above; in each, `linear_combination` combines the binomial identities. `weyl_succ` treats $b=0$ separately, rewrites with Pascal's rule and finishes with `ring`.

`count_succ` splits a step vector into its head and the rest, turning one count into four. `count_step` identifies each with the count at the predecessor, while `count_step_zero` uses `count_eq_zero` to remove steps that would overshoot the endpoint. Together, `count_succ` and `count_step` give `numCSF_succ`.

`numCSF_eq_weyl` first proves the `edge` case, then runs the induction with $a$ and $b$ general. Its cases are the boundaries described above and the interior, where `numCSF_succ` and `weyl_succ` match term by term.
